# Below the diagonal, the inverse of a diagonally pivoted Cholesky factor is bounded by $2^{i-j-1}/|L_{ii}|$

If nothing ties the off-diagonal entries of a triangular factor $L$ to its diagonal, the entries of $L^{-1}$ can be arbitrarily large even when every diagonal entry is 1, and functions orthogonalised with them may be small differences of large terms. Diagonal pivoting supplies such a tie, and with it an explicit bound on the coefficients.

In Lean 4 with Mathlib:

```lean
import Mathlib

open Matrix

namespace PivotedInverseGrowth

noncomputable section

variable {n : ℕ}

/-- The sum of the entries of a row from position `m` onwards. -/
def tailSum {A : Type*} [AddCommMonoid A] (f : Fin n → A) (m : ℕ) : A :=
  ∑ k : Fin n, if m ≤ k.val then f k else 0

/-- A lower triangular factor with nonzero diagonal in which no entry exceeds
the diagonal entry of its column in modulus. -/
structure IsPivotedFactor (L : Matrix (Fin n) (Fin n) ℂ) : Prop where
  lower : ∀ i j, i < j → L i j = 0
  diag : ∀ i, L i i ≠ 0
  pivot : ∀ i j, j < i → ‖L i j‖ ≤ ‖L j j‖

/-- The diagonal element of function `i` left over after `j` elimination steps. -/
def residual (S L : Matrix (Fin n) (Fin n) ℂ) (j i : Fin n) : ℝ :=
  (S i i).re - ∑ k : Fin n, if k < j then ‖L i k‖ ^ 2 else 0

/-- Diagonal pivoting: at every step the chosen function has the largest residual
among those not yet treated. -/
def IsDiagonallyPivoted (S L : Matrix (Fin n) (Fin n) ℂ) : Prop :=
  ∀ i j, j < i → residual S L j i ≤ residual S L j j

/-- The overlap matrix of a family of functions. -/
def overlap {E : Type*} [NormedAddCommGroup E] [InnerProductSpace ℂ E]
    (χ : Fin n → E) : Matrix (Fin n) (Fin n) ℂ :=
  Matrix.of fun i j => inner ℂ (χ i) (χ j)

/-- The functions obtained from `χ` with the conjugated rows of `L⁻¹` as coefficients. -/
def orthogonalised {E : Type*} [NormedAddCommGroup E] [InnerProductSpace ℂ E]
    (χ : Fin n → E) (L : Matrix (Fin n) (Fin n) ℂ) (i : Fin n) : E :=
  ∑ j, star (L⁻¹ i j) • χ j

/-- The factor with diagonal `d` and entries `-d j` everywhere below it in column `j`. -/
def extremalFactor (d : Fin n → ℝ) : Matrix (Fin n) (Fin n) ℂ :=
  Matrix.of fun i j => if i = j then (d j : ℂ) else if j < i then -(d j : ℂ) else 0

/-- A tail sum is its first entry plus the next tail sum. -/
theorem tailSum_peel {A : Type*} [AddCommMonoid A] (f : Fin n → A) (j : Fin n) :
    tailSum f j.val = f j + tailSum f (j.val + 1) := by
  have h : ∀ k : Fin n, (if j.val ≤ k.val then f k else 0) =
      (if k = j then f k else 0) + (if j.val + 1 ≤ k.val then f k else 0) := by
    intro k
    rcases lt_trichotomy k.val j.val with h | h | h
    · rw [if_neg (by omega), if_neg (fun e => by rw [e] at h; omega),
        if_neg (by omega), add_zero]
    · obtain rfl : k = j := Fin.ext h
      rw [if_pos le_rfl, if_pos rfl, if_neg (by omega), add_zero]
    · rw [if_pos (by omega), if_neg (fun e => by rw [e] at h; omega),
        if_pos (by omega), zero_add]
  unfold tailSum
  rw [Finset.sum_congr rfl (fun k _ => h k), Finset.sum_add_distrib,
    Finset.sum_ite_eq', if_pos (Finset.mem_univ j)]

/-- A tail sum of vanishing entries vanishes. -/
theorem tailSum_eq_zero {A : Type*} [AddCommMonoid A] (f : Fin n → A) (m : ℕ)
    (h : ∀ k : Fin n, m ≤ k.val → f k = 0) : tailSum f m = 0 := by
  refine Finset.sum_eq_zero fun k _ => ?_
  split_ifs with hk
  · exact h k hk
  · rfl

/-- A pivoted factor is invertible, and each row of its inverse obeys a recursion
that runs from right to left. -/
theorem back_substitution {L : Matrix (Fin n) (Fin n) ℂ} (h : IsPivotedFactor L) :
    L⁻¹ * L = 1 ∧ ∀ i j, L⁻¹ i j * L j j +
      tailSum (fun k => L⁻¹ i k * L k j) (j.val + 1) = (1 : Matrix (Fin n) (Fin n) ℂ) i j := by
  have hinv : L⁻¹ * L = 1 := by
    apply Matrix.nonsing_inv_mul
    rw [isUnit_iff_ne_zero, Matrix.det_of_isLowerTriangular L
      (fun i j hij => h.lower i j (OrderDual.toDual_lt_toDual.mp hij))]
    exact Finset.prod_ne_zero_iff.mpr fun i _ => h.diag i
  refine ⟨hinv, fun i j => ?_⟩
  have h1 := congrFun (congrFun hinv i) j
  rw [Matrix.mul_apply] at h1
  rw [← h1]
  refine (tailSum_peel (fun k => L⁻¹ i k * L k j) j).symm.trans ?_
  refine Finset.sum_congr rfl fun k _ => ?_
  show (if j.val ≤ k.val then L⁻¹ i k * L k j else 0) = L⁻¹ i k * L k j
  by_cases hk : j.val ≤ k.val
  · rw [if_pos hk]
  · rw [if_neg hk, h.lower k j (Fin.lt_def.mpr (by omega)), mul_zero]

/-- The inverse of a pivoted factor is lower triangular, with reciprocal diagonal. -/
theorem inverse_triangular {L : Matrix (Fin n) (Fin n) ℂ} (h : IsPivotedFactor L)
    (i : Fin n) : (∀ j, i < j → L⁻¹ i j = 0) ∧ L⁻¹ i i * L i i = 1 := by
  have key : ∀ m : ℕ, ∀ j : Fin n, n - j.val ≤ m → i < j → L⁻¹ i j = 0 := by
    intro m
    induction m with
    | zero => intro j hj _; have := j.isLt; omega
    | succ m ih =>
      intro j hj hij
      have hb := (back_substitution h).2 i j
      rw [tailSum_eq_zero _ _ (fun k hk => by
        rw [ih k (by omega) (hij.trans (Fin.lt_def.mpr (by omega))), zero_mul]),
        add_zero, Matrix.one_apply_ne hij.ne] at hb
      exact (mul_eq_zero.mp hb).resolve_right (h.diag j)
  have hz : ∀ j, i < j → L⁻¹ i j = 0 := fun j => key _ j le_rfl
  refine ⟨hz, ?_⟩
  have hb := (back_substitution h).2 i i
  rwa [tailSum_eq_zero _ _ (fun k hk => by
    rw [hz k (Fin.lt_def.mpr (by omega)), zero_mul]), add_zero, Matrix.one_apply_eq] at hb

/-- A pivoted factor is invertible, and an entry of its inverse at distance `i - j`
below the diagonal is at most `2 ^ (i - j - 1) / |L i i|` in modulus. -/
theorem inverse_growth {L : Matrix (Fin n) (Fin n) ℂ} (h : IsPivotedFactor L) :
    L⁻¹ * L = 1 ∧ ∀ i j : Fin n, j < i →
      ‖L⁻¹ i j‖ ≤ 2 ^ (i.val - j.val - 1) / ‖L i i‖ := by
  refine ⟨(back_substitution h).1, fun i j hji => ?_⟩
  -- an entry left of the diagonal is bounded by the sum of the moduli to its right
  have step : ∀ j : Fin n, j < i →
      ‖L⁻¹ i j‖ ≤ tailSum (fun k => ‖L⁻¹ i k‖) (j.val + 1) := by
    intro j hj
    have hb := (back_substitution h).2 i j
    rw [Matrix.one_apply_ne hj.ne'] at hb
    refine le_of_mul_le_mul_right ?_ (norm_pos_iff.mpr (h.diag j))
    rw [← norm_mul, eq_neg_of_add_eq_zero_left hb, norm_neg]
    unfold tailSum
    rw [Finset.sum_mul]
    refine (norm_sum_le _ _).trans (Finset.sum_le_sum fun k _ => ?_)
    split_ifs with hk
    · rw [norm_mul]
      exact mul_le_mul_of_nonneg_left (h.pivot k j (Fin.lt_def.mpr (by omega))) (norm_nonneg _)
    · simp
  -- hence the tail sums at most double with each step to the left
  have tail : ∀ m j : ℕ, j + m = i.val →
      tailSum (fun k => ‖L⁻¹ i k‖) j ≤ 2 ^ m / ‖L i i‖ := by
    intro m
    induction m with
    | zero =>
      intro j hj
      obtain rfl : j = i.val := by omega
      rw [tailSum_peel, tailSum_eq_zero _ _ (fun k hk => by
        rw [(inverse_triangular h i).1 k (Fin.lt_def.mpr (by omega)), norm_zero]), add_zero,
        pow_zero, le_div_iff₀ (norm_pos_iff.mpr (h.diag i)), ← norm_mul,
        (inverse_triangular h i).2, norm_one]
    | succ m ih =>
      intro j hj
      have hn : j < n := by have := i.isLt; omega
      have hp : tailSum (fun k => ‖L⁻¹ i k‖) j = ‖L⁻¹ i ⟨j, hn⟩‖ +
        tailSum (fun k => ‖L⁻¹ i k‖) (j + 1) := tailSum_peel (fun k => ‖L⁻¹ i k‖) ⟨j, hn⟩
      have hs : ‖L⁻¹ i ⟨j, hn⟩‖ ≤ tailSum (fun k => ‖L⁻¹ i k‖) (j + 1) :=
        step ⟨j, hn⟩ (Fin.lt_def.mpr (by show j < i.val; omega))
      have hi := ih (j + 1) (by omega)
      have e : (2 : ℝ) ^ (m + 1) / ‖L i i‖ = 2 * (2 ^ m / ‖L i i‖) := by ring
      linarith
  have hlt := Fin.lt_def.mp hji
  exact (step j hji).trans (tail _ _ (by omega))

/-- For every positive diagonal `d` the extremal factor is pivoted, and its inverse
has entries exactly `2 ^ (i - j - 1) / d i` below the diagonal. -/
theorem inverse_growth_sharp (d : Fin n → ℝ) (hd : ∀ i, 0 < d i) :
    IsPivotedFactor (extremalFactor d) ∧ ∀ i j : Fin n, j < i →
      (extremalFactor d)⁻¹ i j = 2 ^ (i.val - j.val - 1) / (d i : ℂ) := by
  have hP : IsPivotedFactor (extremalFactor d) :=
    ⟨fun i j h => by simp [extremalFactor, h.ne, lt_asymm h],
      fun i => by simp [extremalFactor, (hd i).ne'],
      fun i j h => by simp [extremalFactor, h, h.ne']⟩
  have hne : ∀ i, (d i : ℂ) ≠ 0 := fun i => Complex.ofReal_ne_zero.mpr (hd i).ne'
  have hdiag : ∀ i, extremalFactor d i i = d i := fun i => by simp [extremalFactor]
  refine ⟨hP, fun i j hji => ?_⟩
  -- each entry left of the diagonal now equals the sum of the entries to its right
  have step : ∀ j : Fin n, j < i → (extremalFactor d)⁻¹ i j =
      tailSum ((extremalFactor d)⁻¹ i) (j.val + 1) := by
    intro j hj
    have hb := (back_substitution hP).2 i j
    rw [Matrix.one_apply_ne hj.ne', hdiag] at hb
    have ht : tailSum (fun k => (extremalFactor d)⁻¹ i k * extremalFactor d k j) (j.val + 1)
        = -(tailSum ((extremalFactor d)⁻¹ i) (j.val + 1) * d j) := by
      unfold tailSum
      rw [Finset.sum_mul, ← Finset.sum_neg_distrib]
      refine Finset.sum_congr rfl fun k _ => ?_
      by_cases hk : j.val + 1 ≤ k.val
      · have hjk : j < k := Fin.lt_def.mpr (by omega)
        have he : extremalFactor d k j = -(d j : ℂ) := by simp [extremalFactor, hjk, hjk.ne']
        simp only [if_pos hk, he]
        ring
      · simp only [if_neg hk, zero_mul, neg_zero]
    apply mul_right_cancel₀ (hne j)
    linear_combination hb - ht
  have tail : ∀ m j : ℕ, j + m = i.val →
      tailSum ((extremalFactor d)⁻¹ i) j = 2 ^ m / (d i : ℂ) := by
    intro m
    induction m with
    | zero =>
      intro j hj
      obtain rfl : j = i.val := by omega
      rw [tailSum_peel, tailSum_eq_zero _ _ (fun k hk =>
        (inverse_triangular hP i).1 k (Fin.lt_def.mpr (by omega))), add_zero,
        pow_zero, eq_div_iff (hne i), ← hdiag i]
      exact (inverse_triangular hP i).2
    | succ m ih =>
      intro j hj
      have hn : j < n := by have := i.isLt; omega
      have hp : tailSum ((extremalFactor d)⁻¹ i) j = (extremalFactor d)⁻¹ i ⟨j, hn⟩ +
        tailSum ((extremalFactor d)⁻¹ i) (j + 1) := tailSum_peel _ ⟨j, hn⟩
      have hs : (extremalFactor d)⁻¹ i ⟨j, hn⟩ = tailSum ((extremalFactor d)⁻¹ i) (j + 1) :=
        step ⟨j, hn⟩ (Fin.lt_def.mpr (by show j < i.val; omega))
      rw [hp, hs, ih (j + 1) (by omega)]
      ring
  have hlt := Fin.lt_def.mp hji
  exact (step j hji).trans (tail _ _ (by omega))

/-- For `S = L Lᴴ` the residual of function `i` after `j` steps is the sum of
`|L i k|²` over the columns `k ≥ j`. -/
theorem residual_eq (L : Matrix (Fin n) (Fin n) ℂ) (j i : Fin n) :
    residual (L * Lᴴ) L j i = tailSum (fun k => ‖L i k‖ ^ 2) j.val := by
  have h : ((L * Lᴴ) i i).re = ∑ k, ‖L i k‖ ^ 2 := by
    rw [Matrix.mul_apply, Complex.re_sum]
    refine Finset.sum_congr rfl fun k _ => ?_
    change (L i k * (starRingEnd ℂ) (L i k)).re = _
    rw [Complex.mul_conj, Complex.ofReal_re, Complex.normSq_eq_norm_sq]
  unfold residual tailSum
  rw [h, ← Finset.sum_sub_distrib]
  refine Finset.sum_congr rfl fun k _ => ?_
  by_cases hk : k < j
  · rw [if_pos hk, if_neg (not_le_of_gt (Fin.lt_def.mp hk)), sub_self]
  · rw [if_neg hk, if_pos (Fin.le_def.mp (not_lt.mp hk)), sub_zero]

/-- For a lower triangular `L` with nonzero diagonal, diagonal pivoting of `S = L Lᴴ` ensures that
no entry of `L` exceeds the diagonal entry of its column in modulus. -/
theorem pivoting_bounds_factor {L : Matrix (Fin n) (Fin n) ℂ}
    (hL : ∀ i j, i < j → L i j = 0) (hd : ∀ i, L i i ≠ 0)
    (hp : IsDiagonallyPivoted (L * Lᴴ) L) : IsPivotedFactor L := by
  refine ⟨hL, hd, fun i j hji => ?_⟩
  have h := hp i j hji
  have h1 := tailSum_peel (fun k => ‖L i k‖ ^ 2) j
  have h2 := tailSum_peel (fun k => ‖L j k‖ ^ 2) j
  have h3 : tailSum (fun k => ‖L j k‖ ^ 2) (j.val + 1) = 0 :=
    tailSum_eq_zero _ _ fun k hk => by simp [hL j k (Fin.lt_def.mpr (by omega))]
  have h4 : 0 ≤ tailSum (fun k => ‖L i k‖ ^ 2) (j.val + 1) :=
    Finset.sum_nonneg fun k _ => by split_ifs <;> positivity
  rw [residual_eq, residual_eq, h1, h2, h3] at h
  exact (sq_le_sq₀ (norm_nonneg _) (norm_nonneg _)).mp (by linarith)

/-- If the overlap matrix is factorised as `L Lᴴ` with diagonal pivoting, where `L` is lower
triangular with nonzero diagonal, the orthogonalised functions are orthonormal and their
coefficients obey the growth bound. -/
theorem pivoted_orthogonalisation {E : Type*} [NormedAddCommGroup E] [InnerProductSpace ℂ E]
    (χ : Fin n → E) (L : Matrix (Fin n) (Fin n) ℂ)
    (hL : ∀ i j, i < j → L i j = 0) (hd : ∀ i, L i i ≠ 0)
    (hS : overlap χ = L * Lᴴ) (hp : IsDiagonallyPivoted (overlap χ) L) :
    Orthonormal ℂ (orthogonalised χ L) ∧ ∀ i j : Fin n, j < i →
      ‖star (L⁻¹ i j)‖ ≤ 2 ^ (i.val - j.val - 1) / ‖L i i‖ := by
  rw [hS] at hp
  obtain ⟨hinv, hbound⟩ := inverse_growth (pivoting_bounds_factor hL hd hp)
  refine ⟨?_, fun i j hji => by rw [norm_star]; exact hbound i j hji⟩
  -- the overlap matrix of the new functions is the identity
  have h : L⁻¹ * (overlap χ * (L⁻¹)ᴴ) = 1 := by
    calc L⁻¹ * (overlap χ * (L⁻¹)ᴴ) = (L⁻¹ * L) * (L⁻¹ * L)ᴴ := by
          rw [hS, Matrix.conjTranspose_mul]
          simp only [Matrix.mul_assoc]
      _ = 1 := by rw [hinv, Matrix.conjTranspose_one, Matrix.mul_one]
  rw [orthonormal_iff_ite]
  intro i k
  rw [← Matrix.one_apply, ← congrFun (congrFun h i) k, Matrix.mul_apply]
  unfold orthogonalised
  rw [sum_inner]
  refine Finset.sum_congr rfl fun j _ => ?_
  rw [inner_smul_left, inner_sum, Matrix.mul_apply]
  congr 1
  · exact star_star _
  · refine Finset.sum_congr rfl fun l _ => ?_
    rw [inner_smul_right, Matrix.conjTranspose_apply]
    exact mul_comm _ _

/-- Two normalised vectors with overlap `3/5`. -/
def skewPair : Fin 2 → EuclideanSpace ℂ (Fin 2) := ![!₂[1, 0], !₂[3 / 5, 4 / 5]]

/-- The triangular factor belonging to `skewPair`. -/
def skewFactor : Matrix (Fin 2) (Fin 2) ℂ := !![1, 0; 3 / 5, 4 / 5]

/-- The vectors `skewPair` and the factor `skewFactor` meet all hypotheses of the
pivoted orthogonalisation. -/
theorem pivoted_orthogonalisation_witness :
    (∀ i j, i < j → skewFactor i j = 0) ∧ (∀ i, skewFactor i i ≠ 0) ∧
      overlap skewPair = skewFactor * skewFactorᴴ ∧
      IsDiagonallyPivoted (overlap skewPair) skewFactor := by
  have h3 : (starRingEnd ℂ) 3 = 3 :=
    Complex.ext (by rw [Complex.conj_re]) (by rw [Complex.conj_im]; norm_num)
  have h5 : (starRingEnd ℂ) 5 = 5 :=
    Complex.ext (by rw [Complex.conj_re]) (by rw [Complex.conj_im]; norm_num)
  have hS : overlap skewPair = skewFactor * skewFactorᴴ := by
    ext i j
    fin_cases i <;> fin_cases j <;>
      simp [overlap, skewPair, skewFactor, Matrix.mul_apply, Fin.sum_univ_two,
        PiLp.inner_apply] <;> norm_num <;> simp only [h3, h5]
  refine ⟨?_, ?_, hS, ?_⟩
  · intro i j
    fin_cases i <;> fin_cases j <;> simp [skewFactor]
  · intro i
    fin_cases i <;> simp [skewFactor]
  · rw [hS]
    intro i j
    rw [residual_eq, residual_eq]
    fin_cases i <;> fin_cases j <;>
      simp [tailSum, skewFactor, Fin.sum_univ_two]
    norm_num

end

end PivotedInverseGrowth
```

```lean
#print axioms PivotedInverseGrowth.inverse_growth_sharp
-- 'PivotedInverseGrowth.inverse_growth_sharp' depends on axioms: [propext, Classical.choice, Quot.sound]
#print axioms PivotedInverseGrowth.pivoting_bounds_factor
-- 'PivotedInverseGrowth.pivoting_bounds_factor' depends on axioms: [propext, Classical.choice, Quot.sound]
#print axioms PivotedInverseGrowth.pivoted_orthogonalisation
-- 'PivotedInverseGrowth.pivoted_orthogonalisation' depends on axioms: [propext, Classical.choice, Quot.sound]
```

## Overlaps, residuals and coefficients

The functions $\chi_i$ are a finite family in a complex inner product space, already listed in pivot order. Their overlap matrix is $S_{ij}=\langle\chi_i,\chi_j\rangle$, factorised as $S=LL^\dagger$ with $L$ lower triangular. Indices in `Fin n` start at 0, but the exponent in the bound involves only their difference. The diagonal of $L$ may be complex and need only be nonzero; the usual positive diagonal is a special case.

`residual S L j i` is
$$r_i^{(j)}=S_{ii}-\sum_{k<j}|L_{ik}|^2,$$
the squared norm of what remains of $\chi_i$ after the first $j$ functions are projected out. `IsDiagonallyPivoted` says that $r_i^{(j)}\le r_j^{(j)}$ for $i>j$: the function chosen at step $j$ has the largest remainder.

The new functions are
$$\varphi_i=\sum_j \overline{(L^{-1})_{ij}}\,\chi_j,$$
with a conjugate because the inner product is conjugate-linear in its first slot. `pivoted_orthogonalisation` states that they are orthonormal and that their coefficients with $j<i$ have modulus at most $2^{i-j-1}/|L_{ii}|$.

This bears on the orthogonalisation of atomic basis sets in electronic structure, for a finite, linearly independent set and exact arithmetic. The factorisation and the pivot order are assumed, and rounding and the discarding of functions are not modelled. The modulus $|L_{ii}|$ is the distance of $\chi_i$ from the span of the functions before it; where this is small, the coefficient of $\chi_i$ in $\varphi_i$, of modulus $1/|L_{ii}|$, is still large.

## From pivoting to a bound on each column

Since $S_{ii}=\sum_k|L_{ik}|^2$, the residual is $r_i^{(j)}=\sum_{k\ge j}|L_{ik}|^2$, which is `residual_eq`. For $i=j$ only $|L_{jj}|^2$ survives, by triangularity. Hence, for $i>j$,
$$|L_{ij}|^2\le\sum_{k\ge j}|L_{ik}|^2\le|L_{jj}|^2 .$$
This is `pivoting_bounds_factor`. Its conclusion, `IsPivotedFactor`, is all that the growth bound needs.

## Doubling along a row of the inverse

The determinant of $L$ is the product of its diagonal entries, so $L$ is invertible. Write $M=L^{-1}$. Because $L_{kj}=0$ for $k<j$, the equation $ML=1$ reads
$$M_{ij}L_{jj}+\sum_{k>j}M_{ik}L_{kj}=\delta_{ij},$$
as stated in `back_substitution`. Working leftwards from the last column gives $M_{ij}=0$ for $j>i$, and then $M_{ii}=1/L_{ii}$; `inverse_triangular` does this by induction on the distance from the right edge.

For $j<i$ the right-hand side vanishes, so
$$|M_{ij}||L_{jj}|\le\sum_{k>j}|M_{ik}||L_{kj}|\le|L_{jj}|\sum_{k>j}|M_{ik}| .$$
Dividing by $|L_{jj}|$ gives the `step` inside `inverse_growth`. Let $T_j=\sum_{k\ge j}|M_{ik}|$, the code's `tailSum`. Then $T_i=1/|L_{ii}|$, and for $j<i$
$$T_j=|M_{ij}|+T_{j+1}\le 2T_{j+1},$$
where the equality is `tailSum_peel`. The induction `tail` yields $T_j\le2^{i-j}/|L_{ii}|$ for $j\le i$; `linarith` combines the inequalities at each step. Therefore
$$|M_{ij}|\le T_{j+1}\le\frac{2^{i-j-1}}{|L_{ii}|}\qquad(j<i).$$

Orthonormality follows from
$$\langle\varphi_i,\varphi_k\rangle=(MSM^\dagger)_{ik}=\bigl((ML)(ML)^\dagger\bigr)_{ik}=\delta_{ik}.$$
The proof establishes this matrix identity first, then expands the inner product to match it.

## When the bound is attained

Take a positive diagonal $d$ and set $L_{kj}=-d_j$ for $k>j$. The recursion becomes $M_{ij}=\sum_{k>j}M_{ik}$ for $j<i$, so the same induction runs with equalities and gives $M_{ij}=2^{i-j-1}/d_i$. Thus `inverse_growth_sharp` shows that the column bound alone permits no smaller estimate.

For $n\ge2$ this factor does not come from diagonal pivoting: its residuals satisfy $r_i^{(j)}\ge d_j^2+d_i^2>d_j^2=r_j^{(j)}$ for $i>j$.

The hypotheses of the orthogonalisation theorem are met by the normalised vectors $(1,0)$ and $(3/5,4/5)$, as `pivoted_orthogonalisation_witness` verifies. Here $M_{10}=-3/4$, while the bound is $5/4$.
